# The operator l tanh x − d/dx takes Pöschl–Teller solutions for l − 1 to solutions for l at the same energy

The lemma concerns the one-dimensional stationary Schrödinger equation −ψ″ + Vψ = Eψ with the Pöschl–Teller potential V(x) = −l(l+1)/cosh² x. If a twice differentiable real function ψ solves it at every real x with l − 1 in place of l, then l tanh x · ψ − ψ′ solves it for l with the same E. Here l and E are any real numbers, and neither function is required to be normalisable or non-zero. The attempt differentiates the new function twice, using the equation for ψ to remove ψ″ from the first derivative, and then checks the new equation by algebra. For the second differentiation it needs the derivative of 1/cosh² x, which it gets by first rewriting this function as 1 − tanh² x.

Lean 4 with Mathlib refuses this proof:

```lean
import Mathlib

open Filter Topology

namespace RaiseSolves

noncomputable section

/-- The Poeschl-Teller potential `-l(l+1)/cosh² x`. -/
def potential (l x : ℝ) : ℝ := -(l * (l + 1)) / Real.cosh x ^ 2

/-- The function `ψ` is twice differentiable and satisfies the stationary Schroedinger equation
`-ψ'' + V ψ = E ψ` at every real `x`. -/
def Solves (V : ℝ → ℝ) (E : ℝ) (ψ : ℝ → ℝ) : Prop :=
  ∃ ψ' ψ'' : ℝ → ℝ, (∀ x, HasDerivAt ψ (ψ' x) x) ∧ (∀ x, HasDerivAt ψ' (ψ'' x) x) ∧
    ∀ x, -ψ'' x + V x * ψ x = E * ψ x

/-- The raising operator `l tanh x - d/dx`, for differentiable `ψ`. -/
def raise (l : ℝ) (ψ : ℝ → ℝ) (x : ℝ) : ℝ := l * Real.tanh x * ψ x - deriv ψ x

/-- The derivative of `tanh x` is `1/cosh² x`. -/
theorem tanh_deriv (x : ℝ) : HasDerivAt Real.tanh (1 / Real.cosh x ^ 2) x := by
  have e : Real.tanh = fun y => Real.sinh y / Real.cosh y :=
    funext fun y => Real.tanh_eq_sinh_div_cosh y
  rw [e]
  refine ((Real.hasDerivAt_sinh x).fun_div (Real.hasDerivAt_cosh x)
    (Real.cosh_pos x).ne').congr_deriv ?_
  congr 1
  linear_combination Real.cosh_sq x

/-- The hyperbolic identity `tanh² x = 1 - 1/cosh² x`. -/
theorem tanh_sq_eq (x : ℝ) : Real.tanh x ^ 2 = 1 - 1 / Real.cosh x ^ 2 := by
  have hc : Real.cosh x ≠ 0 := (Real.cosh_pos x).ne'
  rw [Real.tanh_eq_sinh_div_cosh, div_pow]
  field_simp
  linarith [Real.cosh_sq x]

/-- The operator `l tanh x - d/dx` turns every solution for the parameter `l - 1` into a solution
for the parameter `l` with the same energy. -/
theorem raise_solves (l E : ℝ) (ψ : ℝ → ℝ) (h : Solves (potential (l - 1)) E ψ) :
    Solves (potential l) E (raise l ψ) := by
  obtain ⟨φ, χ, h1, h2, h3⟩ := h
  have hr : raise l ψ = fun x => l * Real.tanh x * ψ x - φ x := by
    funext x
    simp only [raise, (h1 x).deriv]
  -- the derivative of 1/cosh²
  have hS : ∀ x, HasDerivAt (fun y => 1 / Real.cosh y ^ 2)
      (-2 * Real.tanh x * (1 / Real.cosh x ^ 2)) x := by
    intro x
    have e : (fun y => 1 / Real.cosh y ^ 2) = fun y => 1 - Real.tanh y * Real.tanh y := by
      funext y
      linear_combination -tanh_sq_eq y
    rw [e]
    exact (((tanh_deriv x).fun_mul (tanh_deriv x)).const_sub 1).congr_deriv (by ring)
  rw [hr]
  refine ⟨fun x => (l ^ 2 * (1 / Real.cosh x ^ 2) + E) * ψ x + l * Real.tanh x * φ x, _,
    fun x => ?_, fun x => ((((hS x).const_mul (l ^ 2)).add_const E).fun_mul (h1 x)).fun_add
      (((tanh_deriv x).const_mul l).fun_mul (h2 x)), fun x => ?_⟩
  · -- the equation for ψ removes its second derivative
    refine ((((tanh_deriv x).const_mul l).fun_mul (h1 x)).fun_sub (h2 x)).congr_deriv ?_
    have h := h3 x
    simp only [potential] at h
    linear_combination h
  · have h := h3 x
    simp only [potential] at h ⊢
    linear_combination (l * Real.tanh x) * h

end

end RaiseSolves
```

The compiler's answer:

```
Main.lean:52:6: error: ring failed, ring expressions not equal
l E : ℝ
ψ φ χ : ℝ → ℝ
h1 : ∀ (x : ℝ), HasDerivAt ψ (φ x) x
h2 : ∀ (x : ℝ), HasDerivAt φ (χ x) x
h3 : ∀ (x : ℝ), -χ x + potential (l - 1) x * ψ x = E * ψ x
hr : raise l ψ = fun x => l * Real.tanh x * ψ x - φ x
x y : ℝ
⊢ -2 + (Real.cosh y)⁻¹ ^ 2 * 2 + Real.tanh y ^ 2 * 2 = 0
```

The repair, with which the file compiles:

```diff
@@ -50,5 +50,5 @@
     have e : (fun y => 1 / Real.cosh y ^ 2) = fun y => 1 - Real.tanh y * Real.tanh y := by
       funext y
-      linear_combination -tanh_sq_eq y
+      linear_combination tanh_sq_eq y
     rw [e]
     exact (((tanh_deriv x).fun_mul (tanh_deriv x)).const_sub 1).congr_deriv (by ring)
```

Cause. The error is a wrong sign in the proof of that rewriting. The goal there is 1/cosh² y = 1 − tanh y · tanh y, and `tanh_sq_eq y` says tanh² y = 1 − 1/cosh² y. In both equations, left side minus right side is the same expression, tanh² y + 1/cosh² y − 1.

`linear_combination` subtracts the given combination of equations from the goal and asks `ring` to show that what remains is zero. With `-tanh_sq_eq y` the two expressions add instead of cancelling, which leaves twice the expression, just as the message shows. That remainder is in fact zero, but only by the hyperbolic identity itself, and `ring` does not know how `Real.tanh y` and `Real.cosh y` are related.

The diff removes the minus sign. The two expressions then cancel identically, and `ring` closes the goal.
